# For a weak bounded potential, the odd Green function minus its linear term has no order below the third in the charge

The charge density that a nucleus induces in the vacuum is computed from the electron's Green function in the nuclear field. The contribution linear in the nuclear charge Z diverges and needs charge renormalization. If it stays inside the full Green function, the density computed from that function diverges too. Subtracting the linear term removes it, but a bare difference of two Green functions shows neither what is left nor how large it is. For bounded operators and a sufficiently weak potential, an exact identity answers the first question and an upper bound the second.

Let h be the one-particle Hamiltonian, V the potential per unit charge and z an energy. All operators belong to a complete normed algebra over ℝ or ℂ, for example the bounded operators on a Hilbert space. Suppose that K = h − z is invertible, and write

G = K⁻¹, T = GV, R(Z) = (K + ZV)⁻¹, t = |Z| ‖G‖ ‖V‖.

Here T is not the scattering T-matrix, and G has the opposite sign to the convention (z − h)⁻¹. If t < 1, then

(R(Z) − R(−Z))/2 + Z GVG = −Z³T³(1 − Z²T²)⁻¹G,

and the norm of either side is at most ‖G‖ t³/(1 − t²).

The condition t < 1 says that the potential is weak compared with the distance from z to the spectrum. For self-adjoint h and the operator norm, ‖G‖ is the inverse of that distance d, so the condition reads |Z| ‖V‖ < d.

## Factoring, taking the odd part and bounding the tail

Put x = ZT. Since KG = 1,

K + ZV = K(1 + ZGV) = K(1 + x).

The norm of x is at most t < 1, so the Neumann series makes 1 + x, 1 − x and 1 − x² invertible. Hence

R(Z) = (1 + x)⁻¹G, R(−Z) = (1 − x)⁻¹G.

Let Q = (1 − x²)⁻¹. Because (1 + x)(1 − x) = (1 − x)(1 + x) = 1 − x², we have

(1 + x)⁻¹ = (1 − x)Q, (1 − x)⁻¹ = (1 + x)Q.

Half the difference is −xQ, so

(R(Z) − R(−Z))/2 = −xQG.

From (1 − x²)Q = 1 follows Q = 1 + x²Q, and therefore

−xQG = −xG − x³QG.

The first term on the right is −Z GVG. Moving it to the left gives the identity. Repeating the step removes the first N odd orders:

(R(Z) − R(−Z))/2 + Σₖ x²ᵏ⁺¹G = −x²ᴺ⁺¹QG, with k = 0, …, N − 1.

For the norm, let Y = x²ᴺ⁺¹Q. Powers of x commute, so Y = x²ᴺ⁺¹ + x²Y, and

‖Y‖ ≤ t²ᴺ⁺¹ + t²‖Y‖, that is, ‖Y‖ ≤ t²ᴺ⁺¹/(1 − t²).

A factor ‖G‖ completes the bound. This route never uses ‖1‖ = 1, which some algebra norms violate.

The strict inequality t < 1 can't be relaxed to t ≤ 1. Take real numbers with h = V = 1, z = 0 and Z = 1. Then t = 1, and R(−1) would be the inverse of 1 − 1 = 0.

## Green functions as ring inverses

In the Lean development, `𝕜` stands for ℝ or ℂ and `A` for the algebra of operators, not for a vector potential.

```lean
import Mathlib

open Finset

namespace WichmannKroll

noncomputable section

variable {𝕜 A : Type*} [RCLike 𝕜] [NormedRing A] [NormedAlgebra 𝕜 A]
```

The term `algebraMap 𝕜 A z` is the number z times the identity. `Ring.inverse` gives the true inverse of an invertible element and 0 otherwise, so each definition has its physical meaning only where the inverse exists.

```lean
/-- The free Green function `G = (h - z)⁻¹`, for an energy `z` outside the spectrum of `h`. -/
def freeGreen (h : A) (z : 𝕜) : A := Ring.inverse (h - algebraMap 𝕜 A z)
```

The charge `Z` is a scalar in `𝕜`, and `Z • V` is the potential ZV.

```lean
/-- The Green function `R(Z) = (h - z + Z V)⁻¹` in the potential `Z V`, for `h - z + Z V`
invertible. -/
def green (h V : A) (z Z : 𝕜) : A := Ring.inverse (h - algebraMap 𝕜 A z + Z • V)
```

The odd part is half the difference between the Green functions at opposite charges. In vacuum polarization, charge-conjugation symmetry removes the even orders from the induced density, which is why the odd part is the one of interest.

```lean
/-- The part of the Green function odd in the charge, `(R(Z) - R(-Z)) / 2`, for
`h - z + Z V` and `h - z - Z V` invertible. -/
def oddGreen (h V : A) (z Z : 𝕜) : A := (2 : 𝕜)⁻¹ • (green h V z Z - green h V z (-Z))
```

The number t is called `coupling`.

```lean
/-- The dimensionless strength `t = |Z| ‖G‖ ‖V‖` of the potential, for an energy `z` outside
the spectrum of `h`. -/
def coupling (h V : A) (z Z : 𝕜) : ℝ := ‖Z‖ * ‖freeGreen h z‖ * ‖V‖
```

## The algebra of the odd part

The first lemma identifies an inverse from a one-sided check: if a is invertible and ab = 1, then b = a⁻¹.

```lean
/-- A right inverse of an invertible element is its inverse. -/
theorem inverse_eq {R : Type*} [Ring R] {a b : R} (ha : IsUnit a) (hab : a * b = 1) :
    Ring.inverse a = b := by
  calc Ring.inverse a = Ring.inverse a * (a * b) := by rw [hab, mul_one]
    _ = b := by rw [← mul_assoc, Ring.inverse_mul_cancel a ha, one_mul]
```

The second removes odd orders one at a time. It assumes only (1 − x²)Q = 1, in any ring, and proceeds by induction on N. The equation `step` is Q = 1 + x²Q multiplied by x²ᴺ⁺¹ from the left. For N = 0 the sum is empty and both sides are −xQg.

```lean
/-- If `(1 - x²) Q = 1`, adding the first `N` odd powers of `x` to `-x Q` leaves
`-x^(2N+1) Q`; a common factor `g` stands on the right. -/
theorem odd_geometric {R : Type*} [Ring R] (x Q g : R) (hQ : (1 - x ^ 2) * Q = 1) (N : ℕ) :
    -(x * Q) * g + ∑ k ∈ range N, x ^ (2 * k + 1) * g = -(x ^ (2 * N + 1) * Q * g) := by
  rw [sub_mul, one_mul] at hQ
  have hq : Q = 1 + x ^ 2 * Q := sub_eq_iff_eq_add.mp hQ
  induction N with
  | zero => simp
  | succ N ih =>
    -- peel one order off the tail
    have step : x ^ (2 * N + 1) * Q = x ^ (2 * N + 1) + x ^ (2 * (N + 1) + 1) * Q := by
      calc x ^ (2 * N + 1) * Q = x ^ (2 * N + 1) * (1 + x ^ 2 * Q) := by rw [← hq]
        _ = _ := by
          rw [show 2 * (N + 1) + 1 = 2 * N + 1 + 2 by ring, pow_add x (2 * N + 1) 2,
            mul_add, mul_one, mul_assoc]
    rw [sum_range_succ, ← add_assoc, ih, step, add_mul]
    abel
```

Completeness enters here, because the Neumann series must converge. The bound ‖x²‖ ≤ ‖x‖² < 1 makes 1 − x² invertible.

```lean
variable [CompleteSpace A]

/-- For `‖x‖ < 1` the element `1 - x²` is invertible. -/
theorem one_sub_sq_mul_inverse (x : A) (hx : ‖x‖ < 1) :
    (1 - x ^ 2) * Ring.inverse (1 - x ^ 2) = 1 := by
  have h2 : ‖x ^ 2‖ < 1 :=
    (norm_pow_le' x two_pos).trans_lt (pow_lt_one₀ (norm_nonneg x) hx two_ne_zero)
  exact Ring.mul_inverse_cancel _ (isUnit_one_sub_of_norm_lt_one h2)
```

The next lemma puts both inverses over the common denominator. The equations `e1` and `e2` are the two formulas with Q, and `e3` takes their difference. The tactic `noncomm_ring` checks the factorization of 1 − x² without assuming that the algebra is commutative.

```lean
variable (𝕜) in
/-- For `‖x‖ < 1` the odd part of `(1 + x)⁻¹` is `-x (1 - x²)⁻¹`. -/
theorem odd_part_inverse (x : A) (hx : ‖x‖ < 1) :
    (2 : 𝕜)⁻¹ • (Ring.inverse (1 + x) - Ring.inverse (1 - x))
      = -(x * Ring.inverse (1 - x ^ 2)) := by
  have hQ := one_sub_sq_mul_inverse x hx
  have hm : IsUnit (1 - x) := isUnit_one_sub_of_norm_lt_one hx
  have hp : IsUnit (1 + x) := by
    have h := isUnit_one_sub_of_norm_lt_one (x := -x) (by rwa [norm_neg])
    rwa [sub_neg_eq_add] at h
  generalize Ring.inverse (1 - x ^ 2) = Q at hQ ⊢
  -- both inverses over the common denominator `1 - x²`
  have e1 : Ring.inverse (1 + x) = (1 - x) * Q := inverse_eq hp (by
    rw [← mul_assoc, show (1 + x) * (1 - x) = 1 - x ^ 2 by noncomm_ring, hQ])
  have e2 : Ring.inverse (1 - x) = (1 + x) * Q := inverse_eq hm (by
    rw [← mul_assoc, show (1 - x) * (1 + x) = 1 - x ^ 2 by noncomm_ring, hQ])
  have e3 : (1 - x) * Q - (1 + x) * Q = (2 : 𝕜) • (-(x * Q)) := by
    rw [two_smul, sub_mul, add_mul]
    abel
  rw [e1, e2, e3, smul_smul, inv_mul_cancel₀ two_ne_zero, one_smul]
```

## Existence of R(Z) and the remainder at every order

The estimate ‖ZGV‖ ≤ t connects the physical condition to the algebra.

```lean
omit [CompleteSpace A] in
/-- The element `Z G V` is bounded in norm by the coupling strength `t`. -/
theorem norm_le_coupling (h V : A) (z Z : 𝕜) :
    ‖Z • (freeGreen h z * V)‖ ≤ coupling h V z Z := by
  rw [norm_smul, coupling, mul_assoc]
  exact mul_le_mul_of_nonneg_left (norm_mul_le _ _) (norm_nonneg _)
```

The theorem `green_eq` has two conclusions: K + ZV is invertible, and R(Z) = (1 + ZGV)⁻¹G. Only the free Green function is assumed to exist. The equation `hf` is the factorization K(1 + x), and the formula follows by multiplying out and applying `inverse_eq`.

```lean
/-- Resummed Dyson equation: if `h - z` is invertible and `t < 1`, then `h - z + Z V` is
invertible and `R(Z) = (1 + Z G V)⁻¹ G`. -/
theorem green_eq (h V : A) (z Z : 𝕜) (hK : IsUnit (h - algebraMap 𝕜 A z))
    (ht : coupling h V z Z < 1) :
    IsUnit (h - algebraMap 𝕜 A z + Z • V) ∧
      green h V z Z = Ring.inverse (1 + Z • (freeGreen h z * V)) * freeGreen h z := by
  have hx := (norm_le_coupling h V z Z).trans_lt ht
  have hu : IsUnit (1 + Z • (freeGreen h z * V)) := by
    have h' := isUnit_one_sub_of_norm_lt_one (x := -(Z • (freeGreen h z * V)))
      (by rwa [norm_neg])
    rwa [sub_neg_eq_add] at h'
  have hG : (h - algebraMap 𝕜 A z) * freeGreen h z = 1 := Ring.mul_inverse_cancel _ hK
  -- factor out the free operator
  have hf : h - algebraMap 𝕜 A z + Z • V
      = (h - algebraMap 𝕜 A z) * (1 + Z • (freeGreen h z * V)) := by
    rw [mul_add, mul_one, mul_smul_comm, ← mul_assoc, hG, one_mul]
  have hU : IsUnit (h - algebraMap 𝕜 A z + Z • V) := hf ▸ hK.mul hu
  refine ⟨hU, inverse_eq hU ?_⟩
  rw [hf, mul_assoc, ← mul_assoc (1 + Z • (freeGreen h z * V)),
    Ring.mul_inverse_cancel _ hu, one_mul, hG]
```

Applying this result at Z and at −Z, which have the same t, reduces the odd Green function to the odd part of (1 + x)⁻¹, multiplied by G. The lemma `odd_geometric` then removes N orders.

```lean
/-- If `h - z` is invertible and `t < 1`, removing the first `N` odd orders in `Z` from the odd
Green function leaves `-(Z G V)^(2N+1) (1 - (Z G V)²)⁻¹ G`. -/
theorem odd_remainder (h V : A) (z Z : 𝕜) (hK : IsUnit (h - algebraMap 𝕜 A z))
    (ht : coupling h V z Z < 1) (N : ℕ) :
    oddGreen h V z Z
        + ∑ k ∈ range N, (Z • (freeGreen h z * V)) ^ (2 * k + 1) * freeGreen h z
      = -((Z • (freeGreen h z * V)) ^ (2 * N + 1)
          * Ring.inverse (1 - (Z • (freeGreen h z * V)) ^ 2) * freeGreen h z) := by
  have hx := (norm_le_coupling h V z Z).trans_lt ht
  have ht' : coupling h V z (-Z) < 1 := by
    rw [coupling, norm_neg]
    exact ht
  rw [oddGreen, (green_eq h V z Z hK ht).2, (green_eq h V z (-Z) hK ht').2, neg_smul,
    ← sub_eq_add_neg, ← sub_mul, ← smul_mul_assoc, odd_part_inverse 𝕜 _ hx]
  exact odd_geometric _ _ _ (one_sub_sq_mul_inverse _ hx) N
```

In the norm estimate, `hY` is the equation Y = x²ᴺ⁺¹ + x²Y and `hb` is the resulting inequality. The last lines multiply by ‖G‖ and clear the positive denominator 1 − t². For N = 0 this bounds the whole odd Green function by ‖G‖ t/(1 − t²).

```lean
/-- If `h - z` is invertible and `t < 1`, the remainder after removing the first `N` odd orders
has norm at most `‖G‖ t^(2N+1) / (1 - t²)`. -/
theorem norm_odd_remainder_le (h V : A) (z Z : 𝕜) (hK : IsUnit (h - algebraMap 𝕜 A z))
    (ht : coupling h V z Z < 1) (N : ℕ) :
    ‖oddGreen h V z Z
        + ∑ k ∈ range N, (Z • (freeGreen h z * V)) ^ (2 * k + 1) * freeGreen h z‖
      ≤ ‖freeGreen h z‖ * coupling h V z Z ^ (2 * N + 1) / (1 - coupling h V z Z ^ 2) := by
  have hx := norm_le_coupling h V z Z
  have hQ := one_sub_sq_mul_inverse _ (hx.trans_lt ht)
  rw [odd_remainder h V z Z hK ht N, norm_neg]
  generalize Ring.inverse (1 - (Z • (freeGreen h z * V)) ^ 2) = Q at hQ ⊢
  generalize Z • (freeGreen h z * V) = x at hx hQ ⊢
  generalize coupling h V z Z = t at hx ht ⊢
  have ht0 : 0 ≤ t := (norm_nonneg x).trans hx
  have hpos : 0 < 1 - t ^ 2 := by nlinarith
  rw [sub_mul, one_mul] at hQ
  have hq : Q = 1 + x ^ 2 * Q := sub_eq_iff_eq_add.mp hQ
  -- the tail reproduces itself two orders higher
  have hY : x ^ (2 * N + 1) * Q = x ^ (2 * N + 1) + x ^ 2 * (x ^ (2 * N + 1) * Q) := by
    calc x ^ (2 * N + 1) * Q = x ^ (2 * N + 1) * (1 + x ^ 2 * Q) := by rw [← hq]
      _ = _ := by
        rw [mul_add, mul_one, ← mul_assoc, ← mul_assoc,
          ((Commute.refl x).pow_pow (2 * N + 1) 2).eq]
  have hp : ‖x ^ (2 * N + 1)‖ ≤ t ^ (2 * N + 1) :=
    (norm_pow_le' x (by omega)).trans (pow_le_pow_left₀ (norm_nonneg x) hx _)
  have h2 : ‖x ^ 2‖ ≤ t ^ 2 :=
    (norm_pow_le' x two_pos).trans (pow_le_pow_left₀ (norm_nonneg x) hx _)
  have hb : ‖x ^ (2 * N + 1) * Q‖ ≤ t ^ (2 * N + 1) + t ^ 2 * ‖x ^ (2 * N + 1) * Q‖ := by
    have h3 := norm_add_le (x ^ (2 * N + 1)) (x ^ 2 * (x ^ (2 * N + 1) * Q))
    rw [← hY] at h3
    have h4 := norm_mul_le (x ^ 2) (x ^ (2 * N + 1) * Q)
    have h5 := mul_le_mul_of_nonneg_right h2 (norm_nonneg (x ^ (2 * N + 1) * Q))
    linarith
  rw [le_div_iff₀ hpos]
  have h6 := mul_le_mul_of_nonneg_right (norm_mul_le (x ^ (2 * N + 1) * Q) (freeGreen h z))
    hpos.le
  have h7 := mul_le_mul_of_nonneg_left hb (norm_nonneg (freeGreen h z))
  linarith
```

## The subtracted Green function

The main theorem takes arbitrary h and V in the algebra, with no self-adjointness. Its hypothesis `hK` says that h − z is invertible, so that z lies outside the spectrum of h, and `ht` says that t < 1. The conclusion joins the identity and the bound. The proof sets N = 1, where the sum has the single term Z GVG, and then pulls the powers of Z out of the powers of ZGV.

```lean
/-- Linear-term subtraction: if `h - z` is invertible and `t < 1`, then
`(R(Z) - R(-Z))/2 + Z G V G = -Z³ (G V)³ (1 - Z² (G V)²)⁻¹ G`, with norm at most
`‖G‖ t³ / (1 - t²)`. -/
theorem linear_term_subtraction (h V : A) (z Z : 𝕜) (hK : IsUnit (h - algebraMap 𝕜 A z))
    (ht : coupling h V z Z < 1) :
    oddGreen h V z Z + Z • (freeGreen h z * V * freeGreen h z)
        = -(Z ^ 3 • ((freeGreen h z * V) ^ 3
            * Ring.inverse (1 - Z ^ 2 • (freeGreen h z * V) ^ 2) * freeGreen h z)) ∧
      ‖oddGreen h V z Z + Z • (freeGreen h z * V * freeGreen h z)‖
        ≤ ‖freeGreen h z‖ * coupling h V z Z ^ 3 / (1 - coupling h V z Z ^ 2) := by
  have hs : ∑ k ∈ range 1, (Z • (freeGreen h z * V)) ^ (2 * k + 1) * freeGreen h z
      = Z • (freeGreen h z * V * freeGreen h z) := by
    rw [sum_range_one, mul_zero, zero_add, pow_one, smul_mul_assoc]
  have e := odd_remainder h V z Z hK ht 1
  have b := norm_odd_remainder_le h V z Z hK ht 1
  rw [hs] at e b
  refine ⟨?_, b⟩
  rw [e, smul_pow, smul_pow, smul_mul_assoc, smul_mul_assoc]
```

In quantum electrodynamics, this is the operator algebra behind the Wichmann–Kroll part of vacuum polarization, restricted to bounded h and V with t < 1. It applies directly to matrices of h and V in a finite orthonormal basis under that condition. The step to the atomic problem, with its unbounded Dirac operator and Coulomb potential, needs a separate argument. The theorem concerns the Green function at one energy, before any trace or energy integral turns it into a density.

With N = 2, the cubic term is removed as well. What remains is at most ‖G‖ t⁵/(1 − t²). The name `cubic_term_dominates` is meant in this sense of orders: the theorem gives no lower bound on the cubic term, which may vanish.

```lean
/-- If `h - z` is invertible and `t < 1`, the subtracted odd Green function equals
`-Z³ (G V)³ G` up to an error of norm at most `‖G‖ t⁵ / (1 - t²)`. -/
theorem cubic_term_dominates (h V : A) (z Z : 𝕜) (hK : IsUnit (h - algebraMap 𝕜 A z))
    (ht : coupling h V z Z < 1) :
    ‖oddGreen h V z Z + Z • (freeGreen h z * V * freeGreen h z)
        + Z ^ 3 • ((freeGreen h z * V) ^ 3 * freeGreen h z)‖
      ≤ ‖freeGreen h z‖ * coupling h V z Z ^ 5 / (1 - coupling h V z Z ^ 2) := by
  have b := norm_odd_remainder_le h V z Z hK ht 2
  rw [sum_range_succ, sum_range_one, mul_zero, zero_add, pow_one, smul_mul_assoc,
    smul_pow, smul_mul_assoc, ← add_assoc] at b
  exact b
```

## Equality for a single real number

For h = V = 1 and z = 0 in the real numbers, G = 1 and t = Z when 0 ≤ Z < 1. The subtracted odd Green function is then

½[1/(1 + Z) − 1/(1 − Z)] + Z = −Z³/(1 − Z²),

and its absolute value equals the bound. No smaller function of t can therefore replace t³/(1 − t²) in the general estimate. In the proof, `hg`, `hc` and `ho` evaluate the definitions, and `e` is the displayed calculation.

```lean
/-- The bound is sharp: for the real numbers with `h = V = 1`, `z = 0` and `0 ≤ Z < 1`, the
coupling strength is `Z` and the norm of the subtracted odd Green function equals the bound. -/
theorem bound_sharp (Z : ℝ) (h0 : 0 ≤ Z) (h1 : Z < 1) :
    coupling (1 : ℝ) 1 (0 : ℝ) Z = Z ∧
      ‖oddGreen (1 : ℝ) 1 (0 : ℝ) Z
          + Z • (freeGreen (1 : ℝ) (0 : ℝ) * 1 * freeGreen (1 : ℝ) (0 : ℝ))‖
        = ‖freeGreen (1 : ℝ) (0 : ℝ)‖ * coupling (1 : ℝ) 1 (0 : ℝ) Z ^ 3
          / (1 - coupling (1 : ℝ) 1 (0 : ℝ) Z ^ 2) := by
  have hg : freeGreen (1 : ℝ) (0 : ℝ) = 1 := by simp [freeGreen]
  have hc : coupling (1 : ℝ) 1 (0 : ℝ) Z = Z := by
    simp [coupling, hg, abs_of_nonneg h0]
  have ho : oddGreen (1 : ℝ) 1 (0 : ℝ) Z = 2⁻¹ * ((1 + Z)⁻¹ - (1 - Z)⁻¹) := by
    simp [oddGreen, green, Ring.inverse_eq_inv', sub_eq_add_neg]
  have hp : 1 + Z ≠ 0 := by linarith
  have hm : 1 - Z ≠ 0 := by linarith
  have hpos : 0 ≤ 1 - Z ^ 2 := by nlinarith
  have e : 2⁻¹ * ((1 + Z)⁻¹ - (1 - Z)⁻¹) + Z * (1 * 1 * 1) = -(Z ^ 3 / (1 - Z ^ 2)) := by
    rw [show 1 - Z ^ 2 = (1 + Z) * (1 - Z) by ring]
    field_simp
    ring
  refine ⟨hc, ?_⟩
  rw [hc, hg, ho, smul_eq_mul, e, norm_neg, norm_one, one_mul,
    Real.norm_of_nonneg (div_nonneg (pow_nonneg h0 3) hpos)]

end

end WichmannKroll
```

```lean
#print axioms WichmannKroll.linear_term_subtraction
#print axioms WichmannKroll.cubic_term_dominates
#print axioms WichmannKroll.bound_sharp
```

```
'WichmannKroll.linear_term_subtraction' depends on axioms: [propext, Classical.choice, Quot.sound]
'WichmannKroll.cubic_term_dominates' depends on axioms: [propext, Classical.choice, Quot.sound]
'WichmannKroll.bound_sharp' depends on axioms: [propext, Classical.choice, Quot.sound]
```
